# The half-filled two-site DMFT loop converges from every positive hybridisation

Q: My two-site DMFT loop stops when the squared hybridisation changes by less than \(10^{-4}\) in one turn. At the Mott transition of the model it stops after 100 turns and reports a quasiparticle weight of about 0.0099. Is that a bad metal or an insulator?

A: It is an insulator, and the stopping test can't tell you so. Let \(x=V^2>0\) be the squared hybridisation between the impurity and its single bath site, \(U\) the interaction, and \(M>0\) the variance of the non-interacting density of states, which is taken to be symmetric. At half filling and zero temperature, without magnetic order, the loop is
\[
Z(x)=\frac{1}{1+U^2/(36x)},\qquad x_{n+1}=M\,Z(x_n).
\]
Your numbers fit \(M=1\), \(U=6\), \(x_0=1\), for which \(x_n=1/(n+1)\). The change per turn falls like \(1/n^2\) while the value falls only like \(1/n\), so a small change doesn't mean that you are close to the limit. You need to know the limit itself.

Q: Solving \(x=MZ(x)\) gives me \(x=M-U^2/36\). Isn't that enough?

A: It gives the candidate for a metallic solution. It doesn't say whether the loop reaches it from your starting value, or what the loop does once the candidate is no longer positive. For that we follow the iterates. Write \(a=U^2/36\), \(s=M-a\) and \(r=a/M=U^2/(36M)\). Since \(Z(x)=x/(x+a)\), all iterates stay positive and
\[
x_{n+1}(x_n+a)=Mx_n .
\]
Subtract \(s\) from the new iterate:
\[
x_{n+1}-s=\frac{Mx_n-(M-a)(x_n+a)}{x_n+a}=\frac{a\,(x_n-s)}{x_n+a}.
\]
Dividing by \(x_{n+1}=Mx_n/(x_n+a)\) gives
\[
\frac{x_{n+1}-s}{x_{n+1}}=r\,\frac{x_n-s}{x_n},
\qquad\text{so}\qquad
\frac{x_n-s}{x_n}=r^n\,\frac{x_0-s}{x_0}.
\]
The deviation from \(s\), measured relative to the current value, is multiplied by \(r\) at every turn.

Q: And then you solve for \(x_n\)?

A: On the metallic side, yes. Collecting the terms in \(x_n\) gives
\[
x_n\,\bigl[x_0-r^n(x_0-s)\bigr]=s\,x_0 .
\]
If \(U^2<36M\), then \(r<1\) and \(s>0\). The right-hand side is positive, so the bracket is not zero and we may divide by it. As \(r^n\to0\), the bracket tends to \(x_0\) and \(x_n\to s\).

If \(U^2\ge 36M\), then \(r\ge1\), and the reciprocal is easier to follow:
\[
\frac1{x_{n+1}}=\frac{x_n+a}{Mx_n}=\frac1M+\frac{r}{x_n}\ \ge\ \frac1M+\frac1{x_n}.
\]
Adding up \(n\) turns gives \(1/x_n\ge 1/x_0+n/M\), which is
\[
0<x_n\le\frac{Mx_0}{M+nx_0}\longrightarrow 0 .
\]
At \(r=1\) the inequality is an equality, and that is the slow decay in your run. For \(r>1\) the loop is much faster than this bound: the same recursion gives \(1/x_{n+1}\ge r/x_n\), so \(x_n\le x_0/r^n\). The metallic and the insulating case together say \(x_n\to\max(M-U^2/36,\,0)\). Finally \(Z(x_n)=x_{n+1}/M\), so for \(U\ge0\) the weight tends to \(1-U^2/(36M)\) if \(U<6\sqrt M\), and to 0 if \(U\ge6\sqrt M\).

Q: I accept the algebra. What I doubt is that the Lean file is about DMFT at all. Where is the impurity?

A: It enters through one formula, which is taken as a definition.

```lean
import Mathlib

open Filter Topology

namespace TwoSiteDMFTLoop

noncomputable section

/-- Zero-temperature quasiparticle weight of the symmetric two-site impurity model at half filling,
with interaction `U` and squared hybridisation `x`, for `x > 0`. -/
def qpWeight (U x : ℝ) : ℝ := 1 / (1 + U ^ 2 / (36 * x))
```

The formula stands for the symmetric two-site Anderson model at half filling and zero temperature. Apart from its constant part \(U/2\), the self-energy there has two poles at \(\omega=\pm3V\), each with weight \(U^2/8\). Its slope at \(\omega=0\) is \(-U^2/(36V^2)\), and \(Z=1/(1-\Sigma'(0))\) gives the expression above. The file contains no Hamiltonian and no Green's function, so this step is physics input.

Q: And the self-consistency condition?

A: It is also input, in the form of the recursion.

```lean
/-- Squared hybridisation after `n` turns of the self-consistency loop `x ↦ M Z(x)`,
started from `x₀`; the domain is `M > 0`, `x₀ > 0`. -/
def hybSq (M U x₀ : ℝ) : ℕ → ℝ
  | 0 => x₀
  | n + 1 => M * qpWeight U (hybSq M U x₀ n)
```

`hybSq M U x₀ n` is \(x_n\), with `x₀` as the value at \(n=0\). The rule \(V^2=MZ\) is the two-site replacement for full DMFT self-consistency: it fits the bath to the coherent quasiparticle part of the local Green's function. In Lean, `M` is simply a real number, which the theorems about the loop assume to be positive, so the lattice matters only through that number. The expected limit appears in neither definition.

Q: Then what exactly is claimed about the sequence?

A: There are two final theorems. `tendsto_hybSq` says that for `0 < M`, `0 < x₀` and every real `U`, the sequence converges to `max (M - U ^ 2 / 36) 0`. Here `Tendsto … atTop (𝓝 …)` is the ordinary limit \(n\to\infty\). `tendsto_qpWeight` adds the hypothesis `0 ≤ U` and states the two limits of the weight, one for `U < 6 * √M` and one for `6 * √M ≤ U`. The transition point itself belongs to the insulating case.

Q: In the insulator \(x\) tends to zero, where your formula for \(Z\) divides by zero. Doesn't that spoil the statement?

A: No. Lean's convention for division would give `qpWeight U 0` the value 1, which is physically wrong for \(U\neq0\), but every iterate is strictly positive and the theorem speaks only of their limit.

Q: Why does the second theorem need \(U\ge0\), if only \(U^2\) enters the loop?

A: Because its threshold is written in terms of \(U\) and not of \(|U|\). Take \(M=1\) and \(U=-12\). Then \(U<6\sqrt M\) holds, and without the sign condition the first case would predict the limit \(1-144/36=-3\) for a sequence of positive weights. The true limit is 0. The example shows that the condition can't be relaxed to admit every negative \(U\); values with \(|U|<6\sqrt M\) would do no harm.

Q: What does this tell me about real Mott physics?

A: It fixes the metal-insulator transition and the convergence of the plain, unmixed loop for a half-filled, non-magnetic single band with a symmetric density of states and one bath site. A code for that restricted model can be compared with the formulas turn by turn. It says nothing about larger baths, doping, finite temperature or loops with mixing.

Q: Let me see the proof, then. How does it start?

A: With the weight formula freed of its division, \(Z(x)(x+a)=x\).

```lean
/-- For positive squared hybridisation `x`, the quasiparticle weight is the fraction
of `x` in `x + U² / 36`, written here without division. -/
theorem qpWeight_mul (U : ℝ) {x : ℝ} (hx : 0 < x) :
    qpWeight U x * (x + U ^ 2 / 36) = x := by
  have hd : 0 < 1 + U ^ 2 / (36 * x) := by positivity
  have hxi : x⁻¹ * x = 1 := inv_mul_cancel₀ hx.ne'
  have e : x + U ^ 2 / 36 = (1 + U ^ 2 / (36 * x)) * x := by
    linear_combination (-(U ^ 2 / 36)) * hxi
  unfold qpWeight
  rw [e, ← mul_assoc, one_div_mul_cancel hd.ne', one_mul]
```

The proof factors \(x+a\) as \((1+U^2/(36x))\,x\) and cancels the first factor, which is positive. Positivity of the iterates then follows by induction, since \(M\) times a positive weight is positive.

```lean
/-- For `M > 0` and a positive starting value, the squared hybridisation stays positive
at every turn of the loop. -/
theorem hybSq_pos {M x₀ : ℝ} (U : ℝ) (hM : 0 < M) (hx : 0 < x₀) (n : ℕ) :
    0 < hybSq M U x₀ n := by
  induction n with
  | zero => exact hx
  | succ n ih =>
    have h : 0 < qpWeight U (hybSq M U x₀ n) := by
      unfold qpWeight
      positivity
    exact mul_pos hM h
```

Together these give the update rule \(x_{n+1}(x_n+a)=Mx_n\).

```lean
/-- One turn of the loop as a relation between successive squared hybridisations,
for `M > 0` and a positive starting value. -/
theorem hybSq_step {M x₀ : ℝ} (U : ℝ) (hM : 0 < M) (hx : 0 < x₀) (n : ℕ) :
    hybSq M U x₀ (n + 1) * (hybSq M U x₀ n + U ^ 2 / 36) = M * hybSq M U x₀ n := by
  have h := qpWeight_mul U (hybSq_pos U hM hx n)
  change M * qpWeight U (hybSq M U x₀ n) * _ = _
  rw [mul_assoc, h]
```

Q: In your derivation you divided by \(x_n\) and \(x_{n+1}\) freely. Does Lean do the same?

A: It states the deviation law multiplied out, as \((x_n-s)\,x_0=r^n(x_0-s)\,x_n\), and proves it by induction.

```lean
/-- For `M > 0` and `x₀ > 0`, the deviation of the squared hybridisation from `M - U² / 36`,
taken relative to its current value, is multiplied by `U² / (36 M)` at each turn. -/
theorem deviation_law {M x₀ : ℝ} (U : ℝ) (hM : 0 < M) (hx : 0 < x₀) (n : ℕ) :
    (hybSq M U x₀ n - (M - U ^ 2 / 36)) * x₀ =
      (U ^ 2 / (36 * M)) ^ n * (x₀ - (M - U ^ 2 / 36)) * hybSq M U x₀ n := by
  obtain ⟨r, hr⟩ : ∃ r, r = U ^ 2 / (36 * M) := ⟨_, rfl⟩
  have hrM : r * M = U ^ 2 / 36 := by
    have hMi : M⁻¹ * M = 1 := inv_mul_cancel₀ hM.ne'
    rw [hr]
    linear_combination (U ^ 2 / 36) * hMi
  rw [← hr]
  induction n with
  | zero => simp [hybSq]
  | succ n ih =>
    have hs := hybSq_step U hM hx n
    -- multiply by the previous, positive iterate and use the update rule
    apply mul_left_cancel₀ (hybSq_pos U hM hx n).ne'
    linear_combination (x₀ * (1 - r)) * hs
      + (x₀ * (hybSq M U x₀ (n + 1) - hybSq M U x₀ n)) * hrM
      + (r * hybSq M U x₀ (n + 1)) * ih
```

The name `r` is introduced for \(U^2/(36M)\) by the equation `hr`. The induction uses only one consequence of it, `hrM`, which is \(rM=a\). In the induction step, `mul_left_cancel₀` allows the goal to be multiplied by the positive \(x_n\). After that, `linear_combination` verifies that the goal is a combination of the update rule `hs`, the relation `hrM` and the induction hypothesis `ih`. This is the calculation of \(x_{n+1}-s\) from before, with the denominators cleared.

Q: And the bound for strong interaction?

A: Again the reciprocals are avoided. The claim is rewritten as \(x_n(M+nx_0)\le Mx_0\) and proved by induction.

```lean
/-- For `M > 0`, `x₀ > 0` and `U² ≥ 36 M`, the squared hybridisation after `n` turns
is at most `M x₀ / (M + n x₀)`. -/
theorem hybSq_le {M U x₀ : ℝ} (hM : 0 < M) (hx : 0 < x₀) (hU : 36 * M ≤ U ^ 2) (n : ℕ) :
    hybSq M U x₀ n ≤ M * x₀ / (M + n * x₀) := by
  rw [le_div_iff₀ (by positivity)]
  induction n with
  | zero => simp [hybSq, mul_comm]
  | succ n ih =>
    have hp := hybSq_pos U hM hx n
    have hq := hybSq_pos U hM hx (n + 1)
    have hs := hybSq_step U hM hx n
    have h1 : hybSq M U x₀ (n + 1) * M ≤ hybSq M U x₀ (n + 1) * (U ^ 2 / 36) :=
      mul_le_mul_of_nonneg_left (by linarith) hq.le
    have h2 : hybSq M U x₀ (n + 1) * (hybSq M U x₀ n + M) ≤ M * hybSq M U x₀ n := by
      linarith
    have h3 := mul_le_mul_of_nonneg_left ih hq.le
    have h4 := mul_le_mul_of_nonneg_left h2 hx.le
    refine le_of_mul_le_mul_left ?_ hp
    push_cast
    linarith
```

The hypothesis \(36M\le U^2\) means \(M\le a\), which is `h1` after multiplication by \(x_{n+1}\). With the update rule it gives `h2`, namely \(x_{n+1}(x_n+M)\le Mx_n\). Divided by \(Mx_nx_{n+1}\), that is the inequality \(1/x_{n+1}\ge1/M+1/x_n\). Then `h3` multiplies the induction hypothesis by \(x_{n+1}\), `h4` multiplies `h2` by \(x_0\), and their sum is the next case times \(x_n\), which is cancelled.

Q: So my run at \(U=6\) is the case of equality.

A: Yes, and it has its own theorem. The induction is the same, with equations in place of inequalities.

```lean
/-- For `M > 0`, `x₀ > 0` and `U² = 36 M`, the squared hybridisation after `n` turns is exactly
`M x₀ / (M + n x₀)`. -/
theorem hybSq_critical {M U x₀ : ℝ} (hM : 0 < M) (hx : 0 < x₀) (hU : U ^ 2 = 36 * M)
    (n : ℕ) : hybSq M U x₀ n = M * x₀ / (M + n * x₀) := by
  have hd : 0 < M + n * x₀ := by positivity
  rw [eq_div_iff hd.ne']
  clear hd
  induction n with
  | zero => simp [hybSq, mul_comm]
  | succ n ih =>
    have hs := hybSq_step U hM hx n
    apply mul_left_cancel₀ (hybSq_pos U hM hx n).ne'
    push_cast
    linear_combination hybSq M U x₀ (n + 1) * ih + x₀ * hs
      - (x₀ * hybSq M U x₀ (n + 1) / 36) * hU
```

For \(M=x_0=1\) it reads \(x_n=1/(n+1)\). Your loop stopped at \(x_{100}=1/101\), the first iterate that differs from its predecessor by less than \(10^{-4}\).

Q: How are the two regimes joined into one limit?

A: By splitting on whether \(U^2<36M\).

```lean
/-- For `M > 0` and any starting value `x₀ > 0`, the half-filled two-site DMFT loop converges, and
the squared hybridisation tends to the larger of `M - U² / 36` and zero. -/
theorem tendsto_hybSq {M x₀ : ℝ} (U : ℝ) (hM : 0 < M) (hx : 0 < x₀) :
    Tendsto (hybSq M U x₀) atTop (𝓝 (max (M - U ^ 2 / 36) 0)) := by
  rcases lt_or_ge (U ^ 2) (36 * M) with hU | hU
  · -- metallic side: solve the deviation law for the iterate
    have hs : 0 < M - U ^ 2 / 36 := by linarith
    rw [max_eq_left hs.le]
    have hr0 : 0 ≤ U ^ 2 / (36 * M) := by positivity
    have hr1 : U ^ 2 / (36 * M) < 1 := by
      rw [div_lt_one (by positivity)]
      exact hU
    have hpow := tendsto_pow_atTop_nhds_zero_of_lt_one hr0 hr1
    have hden : Tendsto (fun n : ℕ => x₀ - (U ^ 2 / (36 * M)) ^ n * (x₀ - (M - U ^ 2 / 36)))
        atTop (𝓝 x₀) := by
      simpa using (hpow.mul_const (x₀ - (M - U ^ 2 / 36))).const_sub x₀
    have hlim := (tendsto_const_nhds (x := (M - U ^ 2 / 36) * x₀)).div hden hx.ne'
    rw [mul_div_cancel_right₀ _ hx.ne'] at hlim
    refine hlim.congr (fun n => ?_)
    have hprod : hybSq M U x₀ n *
        (x₀ - (U ^ 2 / (36 * M)) ^ n * (x₀ - (M - U ^ 2 / 36))) = (M - U ^ 2 / 36) * x₀ := by
      linear_combination deviation_law U hM hx n
    have hne : x₀ - (U ^ 2 / (36 * M)) ^ n * (x₀ - (M - U ^ 2 / 36)) ≠ 0 := by
      intro h0
      rw [h0, mul_zero] at hprod
      exact (mul_pos hs hx).ne hprod
    exact (eq_div_of_mul_eq hne hprod).symm
  · -- insulating side: squeeze between zero and the algebraic bound
    rw [max_eq_right (by linarith)]
    have hden : Tendsto (fun n : ℕ => M + (n : ℝ) * x₀) atTop atTop :=
      tendsto_atTop_add_const_left _ _ (tendsto_natCast_atTop_atTop.atTop_mul_const hx)
    exact squeeze_zero (fun n => (hybSq_pos U hM hx n).le) (hybSq_le hM hx hU)
      (tendsto_const_nhds.div_atTop hden)
```

In the first case `hpow` is \(r^n\to0\), `hden` is the limit \(x_0\) of the bracket, and `hlim` is the limit of the quotient \(s\,x_0/[\ldots]\). The equation `hprod` is the deviation law solved for the product of \(x_n\) and the bracket. It also shows in `hne` that the bracket is never zero, because the product equals \(s\,x_0>0\). In the second case `squeeze_zero` places \(x_n\) between 0 and the bound, whose denominator grows without limit.

Q: That leaves the weight.

A: It is the next iterate divided by \(M\), so its limit comes from the shifted sequence.

```lean
/-- For `M > 0`, `x₀ > 0` and `U ≥ 0`, the quasiparticle weight along the loop tends to
`1 - U² / (36 M)` if `U < 6 √M`, and to zero if `U ≥ 6 √M`. -/
theorem tendsto_qpWeight {M U x₀ : ℝ} (hM : 0 < M) (hx : 0 < x₀) (hU : 0 ≤ U) :
    (U < 6 * √M → Tendsto (fun n => qpWeight U (hybSq M U x₀ n)) atTop
      (𝓝 (1 - U ^ 2 / (36 * M)))) ∧
    (6 * √M ≤ U → Tendsto (fun n => qpWeight U (hybSq M U x₀ n)) atTop (𝓝 0)) := by
  -- the weight is the next squared hybridisation divided by `M`
  have key : Tendsto (fun n => qpWeight U (hybSq M U x₀ n)) atTop
      (𝓝 (max (M - U ^ 2 / 36) 0 / M)) := by
    have h := ((tendsto_add_atTop_iff_nat 1).2 (tendsto_hybSq U hM hx)).div_const M
    refine h.congr (fun n => ?_)
    change M * qpWeight U (hybSq M U x₀ n) / M = _
    exact mul_div_cancel_left₀ _ hM.ne'
  have hsq : (6 * √M) ^ 2 = 36 * M := by
    rw [mul_pow, Real.sq_sqrt hM.le]
    norm_num
  constructor
  · intro h
    have h2 := pow_lt_pow_left₀ h hU two_ne_zero
    rw [hsq] at h2
    have e : (M - U ^ 2 / 36) / M = 1 - U ^ 2 / (36 * M) := by
      rw [sub_div, div_self hM.ne', div_div]
    rwa [max_eq_left (by linarith), e] at key
  · intro h
    have h2 := pow_le_pow_left₀ (by positivity) h 2
    rw [hsq] at h2
    rwa [max_eq_right (by linarith), zero_div] at key

end

end TwoSiteDMFTLoop
```

The shift by one turn is `tendsto_add_atTop_iff_nat 1`, and `key` records the limit \(\max(M-a,0)/M\). The rest translates the threshold: `hsq` is \((6\sqrt M)^2=36M\), and squaring preserves the order between \(U\) and \(6\sqrt M\) because both are non-negative. This selects the branch of the maximum in each case.

```lean
#print axioms TwoSiteDMFTLoop.hybSq_critical
#print axioms TwoSiteDMFTLoop.tendsto_hybSq
#print axioms TwoSiteDMFTLoop.tendsto_qpWeight
```

```
'TwoSiteDMFTLoop.hybSq_critical' depends on axioms: [propext, Classical.choice, Quot.sound]
'TwoSiteDMFTLoop.tendsto_hybSq' depends on axioms: [propext, Classical.choice, Quot.sound]
'TwoSiteDMFTLoop.tendsto_qpWeight' depends on axioms: [propext, Classical.choice, Quot.sound]
```
